# A positive damping factor below 2/N makes simultaneous updates of N fragments converge for a positive definite linear problem

When the induced dipoles of a polarizable model are solved molecule by molecule, with all molecules updated at once from the old dipoles, the step can be scaled by a damping factor w. If the equations are linear with a fixed symmetric positive definite matrix A, any w between 0 and 2/N is safe for N molecules, however strongly they couple. This is a worst-case guarantee: a particular system may tolerate a much larger w.

Let μ collect the current dipole components and E the external field; the equation to solve is Aμ = E. Here A holds the inverse polarizabilities and the dipole–dipole couplings, and D is the part of A inside each molecule, inverse polarizabilities included. The damped update and its effect on the error x = μ − A⁻¹E are

μ′ = μ + w D⁻¹(E − Aμ)
x′ = (1 − w D⁻¹A) x.

Positive definiteness means that every displacement from the solution costs energy; point dipoles placed too close together can violate it. If the molecules respond nonlinearly and each one minimises a common energy with the others held fixed, the Hessian of that energy at the solution plays the part of A for small errors; that case is not treated here.

## Fragments and the error propagator

The finite type `n` indexes the components and `κ` the fragment labels.

In Lean 4 with Mathlib:

```lean
import Mathlib

open Matrix Filter Topology

namespace FragmentDamping

noncomputable section

variable {n κ : Type*} [Fintype n] [DecidableEq n] [Fintype κ] [DecidableEq κ]
```

The function called `energy` is ⟨x,Ax⟩, without the usual factor ½.

```lean
/-- The quadratic form `⟨x, A x⟩`. -/
def energy (A : Matrix n n ℝ) (x : n → ℝ) : ℝ := x ⬝ᵥ A *ᵥ x
```

A map `frag` assigns each component to a fragment. Two components keep their coupling in D exactly when their labels agree.

```lean
/-- The block-diagonal part of `A`: only couplings inside a fragment are kept. -/
def blockDiag (frag : n → κ) (A : Matrix n n ℝ) : Matrix n n ℝ :=
  Matrix.of fun i j => if frag i = frag j then A i j else 0
```

The piece x_k equals x on fragment k and vanishes elsewhere.

```lean
/-- The piece of the vector `x` that lives on fragment `k`. -/
def restrict (frag : n → κ) (x : n → ℝ) (k : κ) : n → ℝ :=
  fun i => if frag i = k then x i else 0
```

The matrix that carries the error from one iteration to the next is 1 − wD⁻¹A.

```lean
/-- The error propagator `1 - w D⁻¹ A` of the damped simultaneous fragment update,
for `A` with invertible block-diagonal part `D`. -/
def dampedStep (frag : n → κ) (A : Matrix n n ℝ) (w : ℝ) : Matrix n n ℝ :=
  1 - w • ((blockDiag frag A)⁻¹ * A)
```

## The full energy is at most N times the block energy

The pieces satisfy

∑_k x_k = x
∑_k ⟨x_k,Ax_k⟩ = ⟨x,Dx⟩
∑_k ∑_l ⟨x_k,Ax_l⟩ = ⟨x,Ax⟩.

Expanding the energy of each difference therefore gives

∑_k ∑_l ⟨x_k − x_l, A(x_k − x_l)⟩ = 2(N⟨x,Dx⟩ − ⟨x,Ax⟩).

In the proof, `hD` is the second identity and `s3` the third. The two square terms are `s1` and `s2`, the two cross terms `s3` and `s4`, and `linear_combination` adds them up. N is `Fintype.card κ`, the number of labels; an unused label is allowed and only weakens the bound.

```lean
/-- The energies of all differences of fragment pieces add up to
`2 (N ⟨x, D x⟩ - ⟨x, A x⟩)`, where `N` is the number of fragments. -/
theorem sum_energy_differences (frag : n → κ) (A : Matrix n n ℝ) (x : n → ℝ) :
    ∑ k, ∑ l, energy A (restrict frag x k - restrict frag x l) =
      2 * (Fintype.card κ * energy (blockDiag frag A) x - energy A x) := by
  have hx : ∑ k, restrict frag x k = x := by
    ext i
    simp [restrict, Finset.sum_apply]
  -- the block-diagonal energy is the sum of the fragment energies
  have hD : energy (blockDiag frag A) x = ∑ k, energy A (restrict frag x k) := by
    simp only [energy, dotProduct, Matrix.mulVec, Finset.mul_sum]
    rw [Finset.sum_comm (s := (Finset.univ : Finset κ))]
    refine Finset.sum_congr rfl fun i _ => ?_
    rw [Finset.sum_comm (s := (Finset.univ : Finset κ))]
    refine Finset.sum_congr rfl fun j _ => ?_
    rw [Finset.sum_eq_single (frag i)]
    · by_cases h : frag i = frag j
      · simp [blockDiag, restrict, h]
      · simp [blockDiag, restrict, h, Ne.symm h]
    · intro k _ hk
      simp [restrict, Ne.symm hk]
    · simp
  -- the full energy is the double sum over pairs of pieces
  have hl : ∀ u, u ⬝ᵥ A *ᵥ x = ∑ l, u ⬝ᵥ A *ᵥ restrict frag x l := by
    intro u
    simp only [← Matrix.toBilin'_apply']
    rw [← map_sum, hx]
  have hk : ∀ v, x ⬝ᵥ A *ᵥ v = ∑ k, restrict frag x k ⬝ᵥ A *ᵥ v := by
    intro v
    simp only [← Matrix.toBilin'_apply']
    rw [← LinearMap.sum_apply, ← map_sum, hx]
  have s3 : ∑ k, ∑ l, restrict frag x k ⬝ᵥ A *ᵥ restrict frag x l = energy A x := by
    rw [energy, hk x]
    exact Finset.sum_congr rfl fun k _ => (hl _).symm
  have s4 : ∑ k, ∑ l, restrict frag x l ⬝ᵥ A *ᵥ restrict frag x k = energy A x := by
    rw [Finset.sum_comm]
    exact s3
  have s1 : ∑ k, ∑ _l : κ, energy A (restrict frag x k) =
      Fintype.card κ * energy (blockDiag frag A) x := by
    simp only [hD, Finset.sum_const, Finset.card_univ, nsmul_eq_mul, Finset.mul_sum]
  have s2 : ∑ _k : κ, ∑ l, energy A (restrict frag x l) =
      Fintype.card κ * energy (blockDiag frag A) x := by
    rw [Finset.sum_comm]
    exact s1
  have expand : ∀ u v, energy A (u - v) =
      energy A u - u ⬝ᵥ A *ᵥ v - v ⬝ᵥ A *ᵥ u + energy A v := by
    intro u v
    simp only [energy, Matrix.mulVec_sub, dotProduct_sub, sub_dotProduct]
    ring
  simp only [expand, Finset.sum_add_distrib, Finset.sum_sub_distrib]
  linear_combination s1 + s2 - s3 - s4
```

If A is positive semidefinite, the left side is a sum of nonnegative terms, so

⟨x,Ax⟩ ≤ N⟨x,Dx⟩.

```lean
/-- For positive semidefinite `A` split into `N` fragments, `⟨x, A x⟩ ≤ N ⟨x, D x⟩`. -/
theorem energy_le (frag : n → κ) {A : Matrix n n ℝ} (hA : A.PosSemidef) (x : n → ℝ) :
    energy A x ≤ Fintype.card κ * energy (blockDiag frag A) x := by
  have h : 0 ≤ ∑ k, ∑ l, energy A (restrict frag x k - restrict frag x l) :=
    Finset.sum_nonneg fun k _ => Finset.sum_nonneg fun l _ => by
      simpa only [energy, star_trivial] using hA.dotProduct_mulVec_nonneg _
  rw [sum_energy_differences] at h
  linarith
```

For positive definite A, `PosDef` supplies both symmetry and ⟨x,Ax⟩ > 0 for x ≠ 0.

```lean
omit [DecidableEq n] in
/-- A positive definite `A` has `⟨x, A x⟩ > 0` for `x ≠ 0`. -/
theorem energy_pos {A : Matrix n n ℝ} (hA : A.PosDef) {x : n → ℝ} (hx : x ≠ 0) :
    0 < energy A x := by
  simpa only [energy, star_trivial] using hA.dotProduct_mulVec_pos hx
```

With at least two labels (`Nontrivial κ`) the bound is then strict. Choose a component i at which x has a nonzero entry, let k be its fragment and l another label. The difference x_k − x_l has that same entry at i, so its energy is positive.

```lean
/-- For positive definite `A`, at least two fragment labels and `x ≠ 0`, the bound
is strict: `⟨x, A x⟩ < N ⟨x, D x⟩`. -/
theorem energy_lt [Nontrivial κ] (frag : n → κ) {A : Matrix n n ℝ} (hA : A.PosDef)
    {x : n → ℝ} (hx : x ≠ 0) :
    energy A x < Fintype.card κ * energy (blockDiag frag A) x := by
  have h0 : ∀ y, 0 ≤ energy A y := fun y => by
    simpa only [energy, star_trivial] using hA.posSemidef.dotProduct_mulVec_nonneg y
  obtain ⟨i, hi⟩ := Function.ne_iff.1 hx
  obtain ⟨l, hl⟩ := exists_ne (frag i)
  -- two different pieces cannot coincide where `x` is nonzero
  have hy : restrict frag x (frag i) - restrict frag x l ≠ 0 := fun h =>
    hi (by simpa [restrict, hl.symm] using congrFun h i)
  have h : 0 < ∑ k, ∑ l, energy A (restrict frag x k - restrict frag x l) :=
    Finset.sum_pos' (fun k _ => Finset.sum_nonneg fun l _ => h0 _)
      ⟨frag i, Finset.mem_univ _, Finset.sum_pos' (fun l _ => h0 _)
        ⟨l, Finset.mem_univ _, energy_pos hA hy⟩⟩
  rw [sum_energy_differences] at h
  linarith
```

D inherits the symmetry of A. For x ≠ 0, 0 < ⟨x,Ax⟩ ≤ N⟨x,Dx⟩ forces ⟨x,Dx⟩ > 0, so D is positive definite and D⁻¹ is a true inverse.

```lean
/-- The block-diagonal part of a positive definite matrix is positive definite. -/
theorem blockDiag_posDef (frag : n → κ) {A : Matrix n n ℝ} (hA : A.PosDef) :
    (blockDiag frag A).PosDef := by
  refine Matrix.posDef_iff_dotProduct_mulVec.2 ⟨?_, fun x hx => ?_⟩
  · ext i j
    have h : A j i = A i j := by simpa using hA.isHermitian.apply i j
    simp [blockDiag, h, eq_comm]
  · have h1 := energy_le frag hA.posSemidef x
    have h2 := energy_pos hA hx
    have h3 : 0 < energy (blockDiag frag A) x := by
      by_contra h
      have hN : (0 : ℝ) ≤ Fintype.card κ := Nat.cast_nonneg _
      nlinarith [mul_nonneg hN (neg_nonneg.2 (not_lt.1 h))]
    simpa only [energy, star_trivial] using h3
```

## Each update lowers the energy of the error

Put z = D⁻¹Ax, so that Dz = Ax and x′ = x − wz. By the symmetry of A,

⟨x′,Ax′⟩ = ⟨x,Ax⟩ − 2w⟨z,Ax⟩ + w²⟨z,Az⟩
= ⟨x,Ax⟩ − w(2⟨z,Dz⟩ − w⟨z,Az⟩).

This is `hdrop`. If x ≠ 0 then z ≠ 0, and for w > 0 the energy falls whenever w⟨z,Az⟩ < 2⟨z,Dz⟩, which is the hypothesis `h`.

```lean
/-- Let `A` be positive definite and `w > 0`. If `w ⟨z, A z⟩ < 2 ⟨z, D z⟩` for all `z ≠ 0`,
one damped update strictly lowers the energy of every nonzero error. -/
theorem energy_decreases (frag : n → κ) {A : Matrix n n ℝ} (hA : A.PosDef) {w : ℝ}
    (hw : 0 < w) (h : ∀ z, z ≠ 0 → w * energy A z < 2 * energy (blockDiag frag A) z)
    {x : n → ℝ} (hx : x ≠ 0) : energy A (dampedStep frag A w *ᵥ x) < energy A x := by
  have hdet : IsUnit (blockDiag frag A).det := (blockDiag_posDef frag hA).det_pos.ne'.isUnit
  have hT : Aᵀ = A := by
    ext i j
    simpa using hA.isHermitian.apply i j
  obtain ⟨z, hz⟩ : ∃ z, z = ((blockDiag frag A)⁻¹ * A) *ᵥ x := ⟨_, rfl⟩
  have hDz : blockDiag frag A *ᵥ z = A *ᵥ x := by
    rw [hz, Matrix.mulVec_mulVec, ← mul_assoc, Matrix.mul_nonsing_inv _ hdet, one_mul]
  have hz0 : z ≠ 0 := by
    intro h0
    have hp := energy_pos hA hx
    rw [energy, ← hDz, h0] at hp
    simp at hp
  have hstep : dampedStep frag A w *ᵥ x = x - w • z := by
    rw [dampedStep, Matrix.sub_mulVec, Matrix.one_mulVec, Matrix.smul_mulVec, hz]
  have hsym : x ⬝ᵥ A *ᵥ z = z ⬝ᵥ A *ᵥ x := by
    rw [Matrix.dotProduct_mulVec, ← Matrix.mulVec_transpose, hT, dotProduct_comm]
  -- the energy drop is `w (2 ⟨z, D z⟩ - w ⟨z, A z⟩)`
  have hdrop : energy A (x - w • z) =
      energy A x - w * (2 * energy (blockDiag frag A) z - w * energy A z) := by
    simp only [energy, hDz, Matrix.mulVec_sub, Matrix.mulVec_smul, dotProduct_sub,
      sub_dotProduct, smul_dotProduct, dotProduct_smul, smul_eq_mul, hsym]
    ring
  rw [hstep, hdrop]
  linarith [mul_pos hw (sub_pos.2 (h z hz0))]
```

## A falling energy drives the powers to zero

Let A be positive definite and let M be any matrix that lowers the energy of every nonzero vector. With at least one component the unit sphere is nonempty and compact, so the continuous drop has a minimum c > 0 on it, and scaling gives (`hlow`)

c‖x‖² ≤ ⟨x,Ax⟩ − ⟨Mx,AMx⟩.

Adding this along the iteration from a start v telescopes (`htel`):

c ∑_{k<K} ‖Mᵏv‖² ≤ ⟨v,Av⟩.

The squared norms are summable, so Mᵏv → 0. Taking v as the j-th unit vector gives column j of Mᵏ, and hence every entry tends to zero. The norm here is the largest absolute entry.

```lean
/-- If a linear update `M` strictly lowers a positive definite energy of every nonzero
vector, the powers of `M` tend to zero. -/
theorem tendsto_pow_of_energy_decreases {A M : Matrix n n ℝ} (hA : A.PosDef)
    (h : ∀ x, x ≠ 0 → energy A (M *ᵥ x) < energy A x) :
    Tendsto (fun k : ℕ => M ^ k) atTop (𝓝 0) := by
  refine tendsto_pi_nhds.2 fun i => tendsto_pi_nhds.2 fun j => ?_
  obtain ⟨v, hv⟩ : ∃ v : n → ℝ, v = Pi.single j 1 := ⟨_, rfl⟩
  have hv0 : v ≠ 0 := fun h0 => by simpa [hv] using congrFun h0 j
  have hn : ∀ x : n → ℝ, x ≠ 0 → ‖x‖⁻¹ • x ∈ Metric.sphere (0 : n → ℝ) 1 := fun x hx => by
    rw [mem_sphere_zero_iff_norm, norm_smul, norm_inv, norm_norm,
      inv_mul_cancel₀ (norm_ne_zero_iff.2 hx)]
  have hcont : Continuous fun x => energy A x - energy A (M *ᵥ x) := by
    simp only [energy, dotProduct, Matrix.mulVec]
    fun_prop
  -- on the compact unit sphere the energy drop has a positive minimum
  obtain ⟨u, hu, hmin⟩ := (isCompact_sphere (0 : n → ℝ) 1).exists_isMinOn
    ⟨_, hn v hv0⟩ hcont.continuousOn
  have hu0 : u ≠ 0 := fun h0 => by simp [h0] at hu
  obtain ⟨c, hc⟩ : ∃ c, c = energy A u - energy A (M *ᵥ u) := ⟨_, rfl⟩
  have hcpos : 0 < c := by linarith [h u hu0]
  have hsmul : ∀ (t : ℝ) y, energy A (t • y) = t ^ 2 * energy A y := fun t y => by
    simp only [energy, Matrix.mulVec_smul, smul_dotProduct, dotProduct_smul, smul_eq_mul]
    ring
  have hlow : ∀ x, c * ‖x‖ ^ 2 ≤ energy A x - energy A (M *ᵥ x) := by
    intro x
    by_cases hx : x = 0
    · simp [hx, energy]
    · have h1 : c ≤ energy A (‖x‖⁻¹ • x) - energy A (M *ᵥ (‖x‖⁻¹ • x)) :=
        hc ▸ hmin (hn x hx)
      rw [Matrix.mulVec_smul, hsmul, hsmul, ← mul_sub, inv_pow, inv_mul_eq_div,
        le_div_iff₀ (pow_pos (norm_pos_iff.2 hx) 2)] at h1
      exact h1
  -- telescoping bounds the sum of all squared error norms
  have htel : ∀ K : ℕ, c * ∑ k ∈ Finset.range K, ‖M ^ k *ᵥ v‖ ^ 2 ≤
      energy A v - energy A (M ^ K *ᵥ v) := by
    intro K
    induction K with
    | zero => simp
    | succ K ih =>
      have h1 := hlow (M ^ K *ᵥ v)
      rw [Matrix.mulVec_mulVec, ← pow_succ'] at h1
      rw [Finset.sum_range_succ, mul_add]
      linarith
  have hsum : Summable fun k : ℕ => ‖M ^ k *ᵥ v‖ ^ 2 := by
    refine summable_of_sum_range_le (c := energy A v / c) (fun k => sq_nonneg _) fun K => ?_
    have h0 : 0 ≤ energy A (M ^ K *ᵥ v) := by
      simpa only [energy, star_trivial] using hA.posSemidef.dotProduct_mulVec_nonneg _
    rw [le_div_iff₀ hcpos]
    linarith [htel K]
  have hlim : Tendsto (fun k : ℕ => ‖M ^ k *ᵥ v‖) atTop (𝓝 0) := by
    simpa [Real.sqrt_sq] using hsum.tendsto_atTop_zero.sqrt
  refine squeeze_zero_norm (fun k => ?_) hlim
  have h1 := norm_le_pi_norm (M ^ k *ᵥ v) i
  simpa [hv] using h1
```

For 0 < w < 2/N and z ≠ 0,

w⟨z,Az⟩ ≤ wN⟨z,Dz⟩ < 2⟨z,Dz⟩,

so the two preceding results combine. `Nonempty κ` says N ≥ 1.

```lean
/-- Safe damping: for positive definite `A` split into `N ≥ 1` fragments and
`0 < w < 2 / N`, the powers of `1 - w D⁻¹ A` tend to zero. -/
theorem damped_update_converges [Nonempty κ] (frag : n → κ) {A : Matrix n n ℝ}
    (hA : A.PosDef) {w : ℝ} (hw : 0 < w) (hwN : w < 2 / Fintype.card κ) :
    Tendsto (fun k : ℕ => dampedStep frag A w ^ k) atTop (𝓝 0) := by
  rw [lt_div_iff₀ (Nat.cast_pos.2 Fintype.card_pos)] at hwN
  refine tendsto_pow_of_energy_decreases hA fun x hx =>
    energy_decreases frag hA hw (fun z hz => ?_) hx
  have h1 := mul_le_mul_of_nonneg_left (energy_le frag hA.posSemidef z) hw.le
  have h2 := mul_pos (sub_pos.2 hwN) (energy_pos (blockDiag_posDef frag hA) hz)
  linarith
```

At w = 2/N the strict bound does the same work, provided N ≥ 2. For a single fragment D = A, and w = 2 merely flips the sign of the error.

```lean
/-- For positive definite `A` and `N ≥ 2` fragment labels, the powers of `1 - w D⁻¹ A`
also tend to zero at the endpoint `w = 2 / N`. -/
theorem endpoint_converges [Nontrivial κ] (frag : n → κ) {A : Matrix n n ℝ}
    (hA : A.PosDef) :
    Tendsto (fun k : ℕ => dampedStep frag A (2 / Fintype.card κ) ^ k) atTop (𝓝 0) := by
  have hN : (0 : ℝ) < Fintype.card κ := Nat.cast_pos.2 Fintype.card_pos
  refine tendsto_pow_of_energy_decreases hA fun x hx =>
    energy_decreases frag hA (by positivity) (fun z hz => ?_) hx
  rw [div_mul_eq_mul_div, div_lt_iff₀ hN]
  linarith [energy_lt frag hA hz]
```

## No larger damping factor is safe for every positive definite matrix

Take N one-site fragments, with one component each, unit self-coupling and equal mutual coupling s. This is an algebraic example: it is not shown that an arrangement of point dipoles realises it.

```lean
/-- Sites with unit self-coupling and the same coupling `s` between any two of them. -/
def uniformCoupling (κ : Type*) [DecidableEq κ] (s : ℝ) : Matrix κ κ ℝ :=
  Matrix.of fun i j => if i = j then 1 else s
```

Given w > 2/N, set s = 2/(wN), so 0 < s < 1. The matrix S = `uniformCoupling κ s` is positive definite because

⟨x,Sx⟩ = (1 − s) ∑_i x_i² + s(∑_i x_i)².

Here x_i is the i-th entry of x, `frag` is `id` and D = 1. The uniform vector is an eigenvector of the update (`heig`), with factor

r = 1 − w(1 − s + sN) = −1 − w(1 − s) < −1.

Its k-th iterate carries rᵏ (`hpow`), which does not tend to zero, so neither do the matrix powers. The coupling s is chosen after w; a particular system may tolerate a damping factor above 2/N, as uncoupled fragments do for N ≥ 2.

```lean
/-- The threshold is sharp: for `N ≥ 1` one-site fragments and any `w > 2 / N`, some
positive definite uniform coupling makes the powers of `1 - w D⁻¹ A` fail to tend to zero. -/
theorem threshold_sharp [Nonempty κ] {w : ℝ} (hw : 2 / Fintype.card κ < w) :
    ∃ s : ℝ, (uniformCoupling κ s).PosDef ∧
      ¬ Tendsto (fun k : ℕ => dampedStep id (uniformCoupling κ s) w ^ k) atTop (𝓝 0) := by
  have hN : (0 : ℝ) < Fintype.card κ := Nat.cast_pos.2 Fintype.card_pos
  have hw0 : 0 < w := lt_trans (by positivity) hw
  rw [div_lt_iff₀ hN] at hw
  have hwN := mul_pos hw0 hN
  obtain ⟨s, hs⟩ : ∃ s : ℝ, s = 2 / (w * Fintype.card κ) := ⟨_, rfl⟩
  have hs0 : 0 < s := by rw [hs]; positivity
  have hs1 : s < 1 := by rw [hs, div_lt_one hwN]; exact hw
  have hsw : s * (w * Fintype.card κ) = 2 := by rw [hs]; exact div_mul_cancel₀ _ hwN.ne'
  have hmul : ∀ x i, (uniformCoupling κ s *ᵥ x) i = (1 - s) * x i + s * ∑ j, x j := by
    intro x i
    have h1 : ∀ j, uniformCoupling κ s i j * x j =
        (if i = j then (1 - s) * x j else 0) + s * x j := by
      intro j
      simp only [uniformCoupling, Matrix.of_apply]
      split_ifs <;> ring
    simp only [Matrix.mulVec, dotProduct, h1, Finset.sum_add_distrib, Finset.mul_sum]
    simp
  refine ⟨s, Matrix.posDef_iff_dotProduct_mulVec.2 ⟨?_, fun x hx => ?_⟩, fun hlim => ?_⟩
  · ext i j
    simp [uniformCoupling, eq_comm]
  · obtain ⟨i, hi⟩ := Function.ne_iff.1 hx
    have hsq : 0 < ∑ i, x i ^ 2 := Finset.sum_pos' (fun i _ => sq_nonneg _)
      ⟨i, Finset.mem_univ _, pow_pos (abs_pos.2 hi) 2 |>.trans_eq (sq_abs _)⟩
    have he : star x ⬝ᵥ uniformCoupling κ s *ᵥ x =
        (1 - s) * ∑ i, x i ^ 2 + s * (∑ i, x i) ^ 2 := by
      simp only [star_trivial, dotProduct, hmul, mul_add, Finset.sum_add_distrib]
      rw [← Finset.sum_mul]
      congr 1
      · rw [Finset.mul_sum]
        exact Finset.sum_congr rfl fun i _ => by ring
      · ring
    rw [he]
    have h1 := mul_pos (sub_pos.2 hs1) hsq
    positivity
  · have hD : blockDiag id (uniformCoupling κ s) = 1 := by
      ext i j
      by_cases h : i = j <;> simp [blockDiag, uniformCoupling, Matrix.one_apply, h]
    obtain ⟨r, hr⟩ : ∃ r : ℝ, r = 1 - w * (1 - s + s * Fintype.card κ) := ⟨_, rfl⟩
    -- the uniform vector is multiplied by `r < -1` in each step
    have heig : dampedStep id (uniformCoupling κ s) w *ᵥ (fun _ => 1) = fun _ => r := by
      ext i
      rw [dampedStep, hD, inv_one, one_mul, Matrix.sub_mulVec, Matrix.one_mulVec,
        Matrix.smul_mulVec, Pi.sub_apply, Pi.smul_apply, hmul, hr]
      simp
    have hpow : ∀ k : ℕ, dampedStep id (uniformCoupling κ s) w ^ k *ᵥ (fun _ => 1) =
        fun _ => r ^ k := by
      intro k
      induction k with
      | zero => simp
      | succ k ih =>
        have h1 : (fun _ : κ => r) = r • (fun _ : κ => (1 : ℝ)) := by ext; simp
        rw [pow_succ, ← Matrix.mulVec_mulVec, heig, h1, Matrix.mulVec_smul, ih]
        ext
        simp [pow_succ, mul_comm]
    obtain ⟨i⟩ := ‹Nonempty κ›
    have hc : Continuous fun B : Matrix κ κ ℝ => (B *ᵥ fun _ => (1 : ℝ)) i := by
      simp only [Matrix.mulVec, dotProduct]
      fun_prop
    have hr0 : Tendsto (fun k : ℕ => r ^ k) atTop (𝓝 0) := by
      have h1 := (hc.tendsto 0).comp hlim
      simpa [Function.comp_def, hpow] using h1
    have h2 := (abs_lt.1 (tendsto_pow_atTop_nhds_zero_iff.1 hr0)).1
    nlinarith [mul_pos hw0 (sub_pos.2 hs1)]

end

end FragmentDamping
```

```lean
#print axioms FragmentDamping.damped_update_converges
#print axioms FragmentDamping.endpoint_converges
#print axioms FragmentDamping.threshold_sharp
```

```
'FragmentDamping.damped_update_converges' depends on axioms: [propext, Classical.choice, Quot.sound]
'FragmentDamping.endpoint_converges' depends on axioms: [propext, Classical.choice, Quot.sound]
'FragmentDamping.threshold_sharp' depends on axioms: [propext, Classical.choice, Quot.sound]
```
